# For n normalised functions with total squared overlap q, det S ≤ exp(−q/(2n))

Let φ_1, …, φ_n be normalised basis functions, n ≥ 1, with overlap matrix S_ij = ⟨φ_i|φ_j⟩, and let

q = Σ_i Σ_{j≠i} |S_ij|²

be their total squared overlap. Then

det S ≤ exp(−q/(2n)).

Orthonormal functions have q = 0 and det S = 1. As soon as two different functions overlap, the determinant is below 1, and the bound says by how much at least. The weaker estimate det S ≤ exp(−q/(2n²)) follows from it.

Hadamard's inequality bounds the determinant of any positive semidefinite matrix by the product of its diagonal entries. The case sharpened here is the one with unit diagonal, where that product is 1.

In electronic structure, det S is the squared norm of the antisymmetrised product of n normalised spin orbitals with prefactor 1/√(n!), so for a single determinant built from finitely many non-orthogonal orbitals the bound limits how much norm can survive a given amount of overlap.

## The overlap matrix and its total squared overlap

The development starts from the matrix and not from the functions. S is a complex matrix whose rows and columns are labelled by a finite type. In the code the letter `n` names this type of labels; the number of functions, called n in the prose, is `Fintype.card n`.

```lean
import Mathlib

open Matrix
open scoped ComplexOrder

namespace QuantitativeHadamard

noncomputable section

variable {n : Type*} [Fintype n] [DecidableEq n]
```

The quantity q is `overlapWeight S`. For each i, the inner sum runs over all labels except i. Each pair of functions is therefore counted twice, once as (i, j) and once as (j, i). Two functions with overlap s have q = 2|s|².

```lean
/-- The total squared overlap between different basis functions: the sum of `|S i j|²` over all
ordered pairs with `i ≠ j`. -/
def overlapWeight (S : Matrix n n ℂ) : ℝ :=
  ∑ i, ∑ j ∈ Finset.univ.erase i, ‖S i j‖ ^ 2
```

Two properties of S enter as hypotheses. The condition `∀ i, S i i = 1` is normalisation. The condition `S.PosSemidef` says that S is Hermitian and that c†Sc ≥ 0 for every coefficient vector c. The step from functions to matrix is left to the reader: c†Sc is the squared norm of Σ_i c_i φ_i, so every overlap matrix is positive semidefinite, and it is positive definite exactly when the functions are linearly independent.

## A quadratic correction to ln x ≤ x − 1

The determinant is the product of the eigenvalues, so an upper bound on a single eigenvalue x is a natural start. The familiar estimate x ≤ exp(x − 1) gives only det S ≤ 1. If x is known to lie between 0 and some L ≥ 1, a quadratic term can be gained:

x ≤ exp((x − 1) − (x − 1)²/(2L)).

For x = 0 the right side is positive and there is nothing to do. For x > 0, take logarithms and consider the gap

f(y) = (y − 1) − (y − 1)²/(2L) − ln y.

Its derivative is

f′(y) = 1 − (y − 1)/L − 1/y = (y − 1)(1/y − 1/L).

On 0 < y ≤ L the second factor is non-negative, so f falls until y = 1 and rises from there to L. Since f(1) = 0, the gap is non-negative on the whole interval.

The Lean proof follows the same route. `hf` is the derivative in factored form. The inequality f(1) ≤ f(x), named `key`, is split at 1: for x ≥ 1 the function is shown to be monotone on [1, L], and for x ≤ 1 antitone on [x, 1], in both cases from the sign of the derivative.

```lean
/-- A number `x` between `0` and `L`, where `L ≥ 1`, is at most
`exp ((x - 1) - (x - 1)² / (2 L))`. -/
theorem le_exp_quadratic {x L : ℝ} (hx : 0 ≤ x) (hxL : x ≤ L) (hL : 1 ≤ L) :
    x ≤ Real.exp ((x - 1) - (x - 1) * (x - 1) / (2 * L)) := by
  rcases hx.eq_or_lt with h0 | hpos
  · rw [← h0]
    exact (Real.exp_pos _).le
  rw [← Real.log_le_iff_le_exp hpos]
  -- the gap between the two sides has its minimum at `1`
  let f : ℝ → ℝ := fun y => (y - 1) - (y - 1) * (y - 1) / (2 * L) - Real.log y
  have hf : ∀ y : ℝ, 0 < y → HasDerivAt f ((y - 1) * (y⁻¹ - L⁻¹)) y := by
    intro y hy
    have h1 : HasDerivAt (fun z : ℝ => z - 1) 1 y := (hasDerivAt_id' y).sub_const 1
    have hyy : y * y⁻¹ = 1 := mul_inv_cancel₀ hy.ne'
    exact ((h1.fun_sub ((h1.fun_mul h1).div_const (2 * L))).fun_sub
      (Real.hasDerivAt_log hy.ne')).congr_deriv (by linear_combination -hyy)
  have hf1 : f 1 = 0 := by simp [f]
  have key : f 1 ≤ f x := by
    rcases le_total 1 x with h | h
    · have hm : MonotoneOn f (Set.Icc 1 L) := by
        refine monotoneOn_of_deriv_nonneg (convex_Icc 1 L)
          (fun y hy => (hf y (by linarith [hy.1])).continuousAt.continuousWithinAt)
          (fun y hy => ?_) (fun y hy => ?_)
        · rw [interior_Icc] at hy
          exact (hf y (by linarith [hy.1])).differentiableAt.differentiableWithinAt
        · rw [interior_Icc] at hy
          have hy0 : 0 < y := by linarith [hy.1]
          rw [(hf y hy0).deriv]
          exact mul_nonneg (by linarith [hy.1]) (sub_nonneg.2 (inv_anti₀ hy0 hy.2.le))
      exact hm ⟨le_refl 1, hL⟩ ⟨h, hxL⟩ h
    · have hm : AntitoneOn f (Set.Icc x 1) := by
        refine antitoneOn_of_deriv_nonpos (convex_Icc x 1)
          (fun y hy => (hf y (by linarith [hy.1])).continuousAt.continuousWithinAt)
          (fun y hy => ?_) (fun y hy => ?_)
        · rw [interior_Icc] at hy
          exact (hf y (by linarith [hy.1])).differentiableAt.differentiableWithinAt
        · rw [interior_Icc] at hy
          have hy0 : 0 < y := by linarith [hy.1]
          rw [(hf y hy0).deriv]
          exact mul_nonpos_of_nonpos_of_nonneg (by linarith [hy.2])
            (sub_nonneg.2 (inv_anti₀ hy0 (by linarith [hy.2])))
      exact hm ⟨le_refl x, h⟩ ⟨h, le_refl 1⟩ h
  rw [hf1] at key
  exact sub_nonneg.1 key
```

## The eigenvalues sum to n

Write λ_i for the eigenvalues of S. The trace is the sum of the eigenvalues and also the sum of the diagonal entries, all equal to 1:

Σ_i λ_i = tr S = n.

Only Hermiticity and the unit diagonal are used. Lean's eigenvalues of a Hermitian matrix are real numbers while the trace is complex, so the identity is proved in ℂ and carried back to ℝ.

```lean
/-- The eigenvalues of a Hermitian overlap matrix with unit diagonal add up to the number of
basis functions. -/
theorem sum_eigenvalues {S : Matrix n n ℂ} (hS : S.IsHermitian) (hd : ∀ i, S i i = 1) :
    ∑ i, hS.eigenvalues i = Fintype.card n := by
  apply Complex.ofReal_injective
  rw [Complex.ofReal_sum]
  exact hS.trace_eq_sum_eigenvalues.symm.trans (by simp [Matrix.trace, hd])
```

## The squared eigenvalues sum to the squared entries

The second moment of the spectrum comes from tr S², evaluated in two ways. Let U be the unitary matrix whose columns are the eigenvectors, and D the diagonal matrix of eigenvalues. Then SU = UD, hence S²U = UD², and

tr S² = tr(S²UU†) = tr(U†UD²) = tr D² = Σ_i λ_i².

Entry by entry, Hermiticity gives S_ji = S_ij*, so

tr S² = Σ_i Σ_j S_ij S_ji = Σ_i Σ_j |S_ij|².

In the code `hSU` is the eigenvector equation in matrix form, `hspec` is the first evaluation of the trace and `hentry` the second. The lemma holds for every Hermitian matrix, whatever its diagonal.

```lean
/-- The squared eigenvalues of a Hermitian matrix add up to the sum of the squared moduli of all
its entries. -/
theorem sum_eigenvalues_sq {S : Matrix n n ℂ} (hS : S.IsHermitian) :
    ∑ i, hS.eigenvalues i ^ 2 = ∑ i, ∑ j, ‖S i j‖ ^ 2 := by
  let U : Matrix n n ℂ := hS.eigenvectorUnitary
  let D : Matrix n n ℂ := diagonal fun i => (hS.eigenvalues i : ℂ)
  have hU : U * star U = 1 := Matrix.mem_unitaryGroup_iff.mp hS.eigenvectorUnitary.2
  have hU' : star U * U = 1 := mul_eq_one_comm.mp hU
  -- the columns of `U` are eigenvectors
  have hSU : S * U = U * D := by
    ext i j
    have h := congrFun (hS.mulVec_eigenvectorBasis j) i
    rw [Matrix.mul_diagonal]
    simpa [Matrix.mul_apply, Matrix.mulVec, dotProduct, U,
      Matrix.IsHermitian.eigenvectorUnitary_apply, mul_comm] using h
  have h2 : S * (S * U) = U * (D * D) := by
    rw [hSU, ← mul_assoc S U D, hSU, mul_assoc]
  -- the trace of `S²`, once in the eigenbasis and once entry by entry
  have hspec : (S * S).trace = ∑ i, (hS.eigenvalues i : ℂ) ^ 2 := by
    calc (S * S).trace = (S * (S * U) * star U).trace := by
          rw [mul_assoc S (S * U), mul_assoc S U, hU, mul_one]
      _ = (star U * (U * (D * D))).trace := by rw [h2, Matrix.trace_mul_comm]
      _ = (D * D).trace := by rw [← mul_assoc (star U) U, hU', one_mul]
      _ = ∑ i, (hS.eigenvalues i : ℂ) ^ 2 := by
          simp [D, Matrix.diagonal_mul_diagonal, Matrix.trace_diagonal, sq]
  have hentry : (S * S).trace = ∑ i, ∑ j, ((‖S i j‖ ^ 2 : ℝ) : ℂ) := by
    simp only [Matrix.trace, Matrix.diag_apply, Matrix.mul_apply]
    refine Finset.sum_congr rfl fun i _ => Finset.sum_congr rfl fun j _ => ?_
    rw [← hS.apply j i, ← Complex.normSq_eq_norm_sq]
    exact Complex.mul_conj (S i j)
  apply Complex.ofReal_injective
  push_cast
  rw [← hspec, hentry]
  push_cast
  rfl
```

## Multiplying over the spectrum

With unit diagonal, the diagonal entries contribute n to the sum of squares and the others contribute q:

Σ_i λ_i² = n + q.

The spread of the eigenvalues about 1 is therefore exactly the total squared overlap:

Σ_i (λ_i − 1)² = (n + q) − 2n + n = q.

Suppose now that no eigenvalue exceeds L. Their mean is 1, so L ≥ 1 and the scalar estimate applies to each of them. All factors are non-negative, so the estimates may be multiplied:

det S = Π_i λ_i ≤ exp(Σ_i (λ_i − 1) − Σ_i (λ_i − 1)²/(2L)) = exp(−q/(2L)).

The linear term vanishes because the eigenvalues sum to n.

The theorem states this with the inequality taken in ℂ. There a ≤ b means that the real parts are ordered and the imaginary parts are equal, so the statement also says that det S is real.

In the proof, `hsq` is the sum of squares, `hL1` is the argument from the mean, and `hdet` writes the determinant as a product. `Finset.prod_le_prod` multiplies the estimates. The exponent is then expanded as a polynomial in the eigenvalue (`hexp`), so that the two sums already known can be inserted.

```lean
/-- If no eigenvalue of a positive semidefinite overlap matrix with unit diagonal exceeds `L`,
then `det S ≤ exp (-q / (2 L))`, where `q` is the total squared overlap. -/
theorem det_le_exp_of_eigenvalues_le [Nonempty n] {S : Matrix n n ℂ} (hS : S.PosSemidef)
    (hd : ∀ i, S i i = 1) {L : ℝ} (hL : ∀ i, hS.isHermitian.eigenvalues i ≤ L) :
    S.det ≤ (Real.exp (-overlapWeight S / (2 * L)) : ℂ) := by
  have hsum := sum_eigenvalues hS.isHermitian hd
  have hsq : ∑ i, hS.isHermitian.eigenvalues i ^ 2 = Fintype.card n + overlapWeight S := by
    have hrow : ∀ i, ∑ j, ‖S i j‖ ^ 2 = 1 + ∑ j ∈ Finset.univ.erase i, ‖S i j‖ ^ 2 := by
      intro i
      rw [← Finset.add_sum_erase _ _ (Finset.mem_univ i), hd i]
      norm_num
    rw [sum_eigenvalues_sq, Finset.sum_congr rfl fun i _ => hrow i, Finset.sum_add_distrib]
    simp [overlapWeight]
  -- the mean eigenvalue is one, so `L` is at least one
  have hL1 : 1 ≤ L := by
    have hc : (0 : ℝ) < Fintype.card n := by exact_mod_cast Fintype.card_pos
    have h : ∑ i, hS.isHermitian.eigenvalues i ≤ ∑ _i : n, L :=
      Finset.sum_le_sum fun i _ => hL i
    rw [hsum, Finset.sum_const, Finset.card_univ, nsmul_eq_mul] at h
    exact le_of_mul_le_mul_left (by linarith) hc
  have hdet : S.det = ((∏ i, hS.isHermitian.eigenvalues i : ℝ) : ℂ) := by
    rw [Complex.ofReal_prod]
    exact hS.isHermitian.det_eq_prod_eigenvalues
  rw [hdet, Complex.real_le_real]
  -- multiply the scalar estimate over the spectrum
  refine (Finset.prod_le_prod (fun i _ => hS.eigenvalues_nonneg i) fun i _ =>
    le_exp_quadratic (hS.eigenvalues_nonneg i) (hL i) hL1).trans (le_of_eq ?_)
  rw [← Real.exp_sum]
  congr 1
  have hexp : ∀ x : ℝ, (x - 1) - (x - 1) * (x - 1) / (2 * L)
      = (1 + 1 / L) * x - 1 / (2 * L) * x ^ 2 - (1 + 1 / (2 * L)) := fun x => by ring
  rw [Finset.sum_congr rfl fun i _ => hexp _, Finset.sum_sub_distrib, Finset.sum_sub_distrib,
    ← Finset.mul_sum, ← Finset.mul_sum, hsum, hsq, Finset.sum_const, Finset.card_univ,
    nsmul_eq_mul]
  ring
```

## The bound in terms of n alone

A value of L is always available. The eigenvalues are non-negative and sum to n, so each one is at most n. Setting L = n gives

det S ≤ exp(−q/(2n)).

`det_le_exp` says this for every positive semidefinite S with unit diagonal and at least one row. Linearly dependent functions are allowed; their determinant is 0. For n = 1 both sides equal 1. When q > 0 and the largest eigenvalue is known to be well below n, the previous theorem gives a sharper bound.

```lean
/-- Quantitative Hadamard inequality: a positive semidefinite overlap matrix of `n ≥ 1` normalised
functions satisfies `det S ≤ exp (-q / (2 n))`, where `q` is the total squared overlap. -/
theorem det_le_exp [Nonempty n] {S : Matrix n n ℂ} (hS : S.PosSemidef) (hd : ∀ i, S i i = 1) :
    S.det ≤ (Real.exp (-overlapWeight S / (2 * Fintype.card n)) : ℂ) := by
  refine det_le_exp_of_eigenvalues_le hS hd fun i => ?_
  -- one eigenvalue is at most the trace
  rw [← sum_eigenvalues hS.isHermitian hd]
  exact Finset.single_le_sum (f := hS.isHermitian.eigenvalues)
    (fun j _ => hS.eigenvalues_nonneg j) (Finset.mem_univ i)
```

Hermiticity and unit diagonal alone are not enough for this conclusion. Take the 3 by 3 matrix with 1 on the diagonal and 2 in every other place. Its eigenvalues are 5, −1 and −1, so its determinant is 5. Here q = 6 · 4 = 24, and the bound would demand det S ≤ exp(−4). The two negative eigenvalues multiply to a positive number, and the estimate for 0 ≤ x ≤ L says nothing about either of them. Such a matrix can't arise from normalised functions, whose overlaps have modulus at most 1.

## The weaker bound with n²

Since n ≥ 1, we have 2n ≤ 2n², and since q ≥ 0,

−q/(2n) ≤ −q/(2n²).

The exponential is increasing, so

det S ≤ exp(−q/(2n)) ≤ exp(−q/(2n²)).

This version is stated for positive definite S, that is, for linearly independent functions. The proof passes to the semidefinite theorem and compares the two exponents.

```lean
/-- The weaker bound `det S ≤ exp (-q / (2 n²))` for a positive definite overlap matrix of `n ≥ 1`
normalised functions with total squared overlap `q`. -/
theorem det_le_exp_card_sq [Nonempty n] {S : Matrix n n ℂ} (hS : S.PosDef)
    (hd : ∀ i, S i i = 1) :
    S.det ≤ (Real.exp (-overlapWeight S / (2 * (Fintype.card n : ℝ) ^ 2)) : ℂ) := by
  refine (det_le_exp hS.posSemidef hd).trans ?_
  rw [Complex.real_le_real, Real.exp_le_exp, neg_div, neg_div, neg_le_neg_iff]
  have hc : (1 : ℝ) ≤ Fintype.card n := by exact_mod_cast Fintype.card_pos (α := n)
  have hq : 0 ≤ overlapWeight S :=
    Finset.sum_nonneg fun i _ => Finset.sum_nonneg fun j _ => sq_nonneg _
  exact div_le_div_of_nonneg_left hq (by linarith) (by nlinarith)
```

## Reading the overlaps off the determinant

For linearly independent functions det S > 0, and the logarithm of the main bound is

ln det S ≤ −q/(2n).

Solving for q gives

q ≤ −2n ln det S.

A determinant close to 1 therefore forces all the overlaps to be small together. For instance, each single |S_ij|² with i ≠ j is at most −n ln det S, because it appears twice in q.

In the theorem the determinant enters through its real part, `S.det.re`, since `Real.log` takes a real argument. Positive definiteness supplies `hpos`, which makes the logarithm meaningful. It matters here: Lean sets `Real.log 0` to 0, so for a singular S the formula would read q ≤ 0, which is false for two identical functions. The remaining lines take the logarithm of the main bound and clear the denominator.

```lean
/-- The determinant controls the overlaps: for a positive definite overlap matrix of `n ≥ 1`
normalised functions, the total squared overlap is at most `-2 n log (det S)`. -/
theorem overlapWeight_le_log_det [Nonempty n] {S : Matrix n n ℂ} (hS : S.PosDef)
    (hd : ∀ i, S i i = 1) :
    overlapWeight S ≤ -(2 * Fintype.card n * Real.log S.det.re) := by
  have hc : (0 : ℝ) < Fintype.card n := by exact_mod_cast Fintype.card_pos (α := n)
  have hpos : 0 < S.det.re := (Complex.lt_def.1 hS.det_pos).1
  have h : S.det.re ≤ Real.exp (-overlapWeight S / (2 * Fintype.card n)) :=
    (Complex.le_def.1 (det_le_exp hS.posSemidef hd)).1
  rw [← Real.log_le_iff_le_exp hpos, le_div_iff₀ (by linarith)] at h
  linarith

end

end QuantitativeHadamard
```

```lean
#print axioms QuantitativeHadamard.det_le_exp_card_sq
#print axioms QuantitativeHadamard.overlapWeight_le_log_det
```

```
'QuantitativeHadamard.det_le_exp_card_sq' depends on axioms: [propext, Classical.choice, Quot.sound]
'QuantitativeHadamard.overlapWeight_le_log_det' depends on axioms: [propext, Classical.choice, Quot.sound]
```
